# For evenly spaced normalised Gaussians of equal width with neighbour overlap $q$, the overlap determinant is $\prod_{k=1}^{n-1}(1-q^{2k})^{n-k}$

Q: I put equal Gaussians on a line and shrink the spacing until orthogonalisation fails. The computed determinant of the overlap matrix is then around $10^{-17}$, and I can't tell whether the functions are linearly dependent or rounding has swallowed a small positive number. Does a formula settle that?

A: For this chain it does. Let $n$ normalised Gaussians of exponent $a>0$ sit at $0,d,2d,\dots,(n-1)d$, and let $q=e^{-ad^2/2}$ be the overlap of neighbours. The determinant is the product in the title, and for $d\neq0$ each factor is positive. The functions are therefore independent at any nonzero spacing, however small the determinant.

Q: Are those real orbitals in the formal version, or just a matrix with a suggestive name?

A: Both are there. `orbital a c x` is $(2a/\pi)^{1/4}e^{-a(x-c)^2}$, with the fourth root written as two square roots.

```lean
import Mathlib

open Matrix MeasureTheory

namespace EvenlySpacedGaussians

noncomputable section

/-- The normalised Gaussian orbital on a line with exponent `a > 0` and centre `c`. -/
def orbital (a c x : ℝ) : ℝ :=
  √(√(2 * a / Real.pi)) * Real.exp (-a * (x - c) ^ 2)
```

The matrix `overlap q n` has entries $q^{(i-j)^2}$. Its indices run from $0$ to $n-1$, and the difference is taken in the integers because subtraction of natural numbers in Lean stops at zero.

```lean
/-- The overlap matrix of a chain of `n` functions, with entries `q ^ ((i - j) ^ 2)`. -/
def overlap (q : ℝ) (n : ℕ) : Matrix (Fin n) (Fin n) ℝ :=
  Matrix.of fun i j => q ^ ((((i : ℕ) : ℤ) - ((j : ℕ) : ℤ)) ^ 2)
```

The physical matrix, `integralOverlap a d n`, is defined separately, by integrals over the line.

```lean
/-- The matrix of overlap integrals of `n` Gaussian orbitals of exponent `a`
centred at the points `0, d, 2d, ...`. -/
def integralOverlap (a d : ℝ) (n : ℕ) : Matrix (Fin n) (Fin n) ℝ :=
  Matrix.of fun i j => ∫ x : ℝ, orbital a ((i : ℕ) * d) x * orbital a ((j : ℕ) * d) x
```

Q: Then somebody has to do the integral.

A: For centres $c$ and $c'$, completing the square gives
$$a(x-c)^2+a(x-c')^2=2a\Big(x-\tfrac{c+c'}2\Big)^2+\tfrac a2(c-c')^2 .$$
The last term leaves the integral as $e^{-a(c-c')^2/2}$. The remaining Gaussian integrates to $\sqrt{\pi/2a}$, which cancels the normalisation factor $\sqrt{2a/\pi}$. In the proof, `h` is the product formula, `t` moves the midpoint to the origin, and `u` is the cancellation.

```lean
/-- Two normalised Gaussians of equal exponent `a > 0` centred at `c` and `c'` have
overlap `exp (-a (c - c')² / 2)`. -/
theorem orbital_overlap {a : ℝ} (ha : 0 < a) (c c' : ℝ) :
    ∫ x : ℝ, orbital a c x * orbital a c' x = Real.exp (-a * (c - c') ^ 2 / 2) := by
  -- the product of two Gaussians is a Gaussian about the midpoint
  have h : ∀ x : ℝ, orbital a c x * orbital a c' x =
      (√(2 * a / Real.pi) * Real.exp (-a * (c - c') ^ 2 / 2)) *
        Real.exp (-(2 * a) * (x - (c + c') / 2) ^ 2) := by
    intro x
    have e : Real.exp (-a * (x - c) ^ 2) * Real.exp (-a * (x - c') ^ 2) =
        Real.exp (-a * (c - c') ^ 2 / 2) *
          Real.exp (-(2 * a) * (x - (c + c') / 2) ^ 2) := by
      rw [← Real.exp_add, ← Real.exp_add]
      congr 1
      ring
    have s : √(√(2 * a / Real.pi)) * √(√(2 * a / Real.pi)) = √(2 * a / Real.pi) :=
      Real.mul_self_sqrt (Real.sqrt_nonneg _)
    unfold orbital
    rw [mul_mul_mul_comm, s, e, mul_assoc]
  have t : ∫ x : ℝ, Real.exp (-(2 * a) * (x - (c + c') / 2) ^ 2) =
      ∫ x : ℝ, Real.exp (-(2 * a) * x ^ 2) :=
    integral_sub_right_eq_self (fun x : ℝ => Real.exp (-(2 * a) * x ^ 2)) ((c + c') / 2)
  have u : √(2 * a / Real.pi) * √(Real.pi / (2 * a)) = 1 := by
    have hp := Real.pi_pos
    have v : 2 * a / Real.pi * (Real.pi / (2 * a)) = 1 := by field_simp
    rw [← Real.sqrt_mul (by positivity), v, Real.sqrt_one]
  simp_rw [h]
  rw [integral_const_mul, t, integral_gaussian]
  linear_combination Real.exp (-a * (c - c') ^ 2 / 2) * u
```

Q: Fine. How do you get a determinant from $q^{(i-j)^2}$ without expanding it?

A: Take $q\neq0$ and number the sites from an integer $c\ge0$; this $c$ is a site offset, no longer a centre. Since $i-j=(i+c)-(j+c)$,
$$q^{(i-j)^2}=q^{(i+c)^2}\,x_i^{\,c}\;x_i^{\,j}\;q^{(j+c)^2},\qquad x_i=q^{-2(i+c)} .$$
The outer factors depend on the row alone or the column alone, so they are diagonal scalings. The middle factor $x_i^{\,j}$ is a Vandermonde matrix. Lean assembles the three determinants into that of one matrix product and compares entries; the final `ring` checks the exponents.

```lean
/-- For `q ≠ 0` the overlap determinant is a Vandermonde determinant times diagonal
scalings, with the first site of the chain placed at any integer `c ≥ 0`. -/
theorem det_overlap_vandermonde {q : ℝ} (hq : q ≠ 0) (c n : ℕ) :
    (overlap q n).det =
      (∏ i : Fin n, q ^ ((((i : ℕ) : ℤ) + c) ^ 2) * (q ^ (-2 * (((i : ℕ) : ℤ) + c))) ^ c) *
        (vandermonde fun i : Fin n => q ^ (-2 * (((i : ℕ) : ℤ) + c))).det *
        ∏ j : Fin n, q ^ ((((j : ℕ) : ℤ) + c) ^ 2) := by
  rw [← det_diagonal, ← det_diagonal, ← det_mul, ← det_mul]
  congr 1
  ext i j
  rw [mul_diagonal, diagonal_mul, vandermonde_apply]
  change q ^ ((((i : ℕ) : ℤ) - ((j : ℕ) : ℤ)) ^ 2) = _
  -- complete the square in the exponent
  rw [← zpow_natCast (q ^ (-2 * (((i : ℕ) : ℤ) + c))) c,
    ← zpow_natCast (q ^ (-2 * (((i : ℕ) : ℤ) + c))) (j : ℕ),
    ← _root_.zpow_mul, ← _root_.zpow_mul,
    ← zpow_add₀ hq, ← zpow_add₀ hq, ← zpow_add₀ hq]
  congr 1
  ring
```

Q: Why carry the offset? The matrix doesn't depend on it.

A: That freedom lets two chains share nodes. Write $S_n$ for the matrix of $n$ functions. Start the chain of $n+1$ at site $0$, so its nodes are $1,q^{-2},\dots,q^{-2n}$. Splitting off the node $1$ gives
$$\det S_{n+1}=\prod_{j=1}^n q^{2j^2}\;\prod_{j=1}^n(q^{-2j}-1)\;V,$$
where $V$ is the Vandermonde determinant of $q^{-2},\dots,q^{-2n}$. Start the chain of $n$ at site $1$, and the same $V$ appears:
$$\det S_n=\prod_{j=1}^n q^{2j^2}\;\prod_{j=1}^n q^{-2j}\;V .$$
Because $q^{-2j}-1=q^{-2j}(1-q^{2j})$, it follows that
$$\det S_{n+1}=\prod_{k=1}^n(1-q^{2k})\,\det S_n .$$
In the code, `hV` splits off the node, `hA` and `hB` are the two displayed determinants, and `hC` rewrites the differences. The case $q=0$ is treated first: both matrices are then the identity. Lean's product index starts at $0$, hence `k + 1` in the exponent.

```lean
/-- Adding one more function to a chain of `n` multiplies the overlap determinant by
`(1 - q²)(1 - q⁴)⋯(1 - q²ⁿ)`. -/
theorem det_overlap_succ (q : ℝ) (n : ℕ) :
    (overlap q (n + 1)).det =
      (∏ k ∈ Finset.range n, (1 - q ^ (2 * (k + 1)))) * (overlap q n).det := by
  by_cases hq : q = 0
  · -- without overlap both matrices are the identity
    have h1 : ∀ m, overlap 0 m = 1 := by
      intro m
      ext i j
      change (0 : ℝ) ^ ((((i : ℕ) : ℤ) - ((j : ℕ) : ℤ)) ^ 2) = _
      by_cases hij : i = j
      · subst hij
        simp
      · have hne : (((i : ℕ) : ℤ) - ((j : ℕ) : ℤ)) ≠ 0 := by
          intro h0
          exact hij (Fin.ext (by omega))
        rw [_root_.zero_zpow _ (pow_ne_zero 2 hne), one_apply_ne hij]
    subst hq
    simp [h1]
  · have hV : ∀ v : Fin (n + 1) → ℝ, (vandermonde v).det =
        (∏ j : Fin n, (v j.succ - v 0)) * (vandermonde fun i : Fin n => v i.succ).det := by
      intro v
      rw [det_vandermonde, det_vandermonde, Fin.prod_univ_succ]
      simp only [Fin.prod_Ioi_zero, Fin.prod_Ioi_succ]
    -- the long chain starts at site 0, the short one at site 1
    have hA : (overlap q (n + 1)).det =
        (∏ i : Fin n, q ^ ((((i : ℕ) : ℤ) + 1) ^ 2)) *
          ((∏ j : Fin n, (q ^ (-2 * (((j : ℕ) : ℤ) + 1)) - 1)) *
            (vandermonde fun i : Fin n => q ^ (-2 * (((i : ℕ) : ℤ) + 1))).det) *
          ∏ i : Fin n, q ^ ((((i : ℕ) : ℤ) + 1) ^ 2) := by
      rw [det_overlap_vandermonde hq 0, hV, Fin.prod_univ_succ, Fin.prod_univ_succ]
      simp
    have hB := det_overlap_vandermonde hq 1 n
    simp only [Nat.cast_one, pow_one] at hB
    rw [Finset.prod_mul_distrib] at hB
    have hC : ∏ j : Fin n, (q ^ (-2 * (((j : ℕ) : ℤ) + 1)) - 1) =
        (∏ k ∈ Finset.range n, (1 - q ^ (2 * (k + 1)))) *
          ∏ j : Fin n, q ^ (-2 * (((j : ℕ) : ℤ) + 1)) := by
      rw [← Fin.prod_univ_eq_prod_range (fun k => 1 - q ^ (2 * (k + 1))) n,
        ← Finset.prod_mul_distrib]
      refine Finset.prod_congr rfl fun j _ => ?_
      have e : ((2 * ((j : ℕ) + 1) : ℕ) : ℤ) + -2 * (((j : ℕ) : ℤ) + 1) = 0 := by
        push_cast
        ring
      have h : q ^ (2 * ((j : ℕ) + 1)) * q ^ (-2 * (((j : ℕ) : ℤ) + 1)) = 1 := by
        rw [← zpow_natCast q (2 * ((j : ℕ) + 1)), ← zpow_add₀ hq, e, zpow_zero]
      rw [sub_mul, one_mul, h]
    rw [hA, hB, hC]
    ring
```

Q: And the powers $n-k$?

A: Start from the empty determinant, $1$, and add functions one at a time. Going from $m$ to $m+1$ functions contributes $1-q^{2k}$ whenever $k\le m$. To reach $n$ functions, $m$ runs up to $n-1$, so that factor is collected $n-k$ times. The induction does this bookkeeping; `h2` inserts the factor $k=n$ with exponent zero so that the two products have the same range.

```lean
/-- The overlap matrix `q ^ ((i - j) ^ 2)` of `n` evenly spaced functions has determinant
`∏ (1 - q²ᵏ)ⁿ⁻ᵏ`, the product running over `k = 1, ..., n - 1`. -/
theorem det_overlap (q : ℝ) (n : ℕ) :
    (overlap q n).det = ∏ k ∈ Finset.Ico 1 n, (1 - q ^ (2 * k)) ^ (n - k) := by
  induction n with
  | zero => simp
  | succ n ih =>
    have h1 : ∏ k ∈ Finset.Ico 1 (n + 1), (1 - q ^ (2 * k)) =
        ∏ k ∈ Finset.range n, (1 - q ^ (2 * (k + 1))) := by
      rw [Finset.prod_Ico_eq_prod_range, Nat.add_sub_cancel]
      exact Finset.prod_congr rfl fun k _ => by rw [add_comm 1 k]
    -- the factor k = n may be included, since its exponent is zero
    have h2 : ∏ k ∈ Finset.Ico 1 n, (1 - q ^ (2 * k)) ^ (n - k) =
        ∏ k ∈ Finset.Ico 1 (n + 1), (1 - q ^ (2 * k)) ^ (n - k) := by
      refine Finset.prod_subset (Finset.Ico_subset_Ico_right (Nat.le_succ n)) ?_
      intro k hk hk'
      simp only [Finset.mem_Ico] at hk hk'
      have h0 : n - k = 0 := by omega
      rw [h0, pow_zero]
    rw [det_overlap_succ, ih, ← h1, h2, ← Finset.prod_mul_distrib]
    refine Finset.prod_congr rfl fun k hk => ?_
    have hk' := Finset.mem_Ico.mp hk
    have h3 : n + 1 - k = (n - k) + 1 := by omega
    rw [h3]
    exact (pow_succ' _ _).symm
```

Q: There is no condition on $q$ in that statement.

A: The identity holds for every real $q$. The range matters for the sign: with $0\le q<1$ every factor is positive.

```lean
/-- For `0 ≤ q < 1` the overlap determinant is positive for every length of the chain. -/
theorem det_overlap_pos {q : ℝ} (h0 : 0 ≤ q) (h1 : q < 1) (n : ℕ) :
    0 < (overlap q n).det := by
  rw [det_overlap]
  refine Finset.prod_pos fun k hk => pow_pos (sub_pos.2 ?_) _
  have hk' := Finset.mem_Ico.mp hk
  exact pow_lt_one₀ h0 h1 (by omega)
```

There is also a simple upper bound for $0\le q<1$. For $n\ge2$ it is loose near $q=1$: each $1-q^{2k}$ behaves there like $k(1-q^2)$, so by the product formula $\det S_{n+1}$ vanishes like a constant times $(1-q^2)^{n(n+1)/2}$, faster than the bound. In the step from $n+1$ to $n+2$ functions, keep the factor $1-q^2$ and bound the others by $1$. Induction then gives $\det S_{n+1}\le(1-q^2)^n$.

```lean
/-- For `0 ≤ q < 1` the overlap determinant of `n + 1` functions is at most `(1 - q²)ⁿ`. -/
theorem det_overlap_le {q : ℝ} (h0 : 0 ≤ q) (h1 : q < 1) (n : ℕ) :
    (overlap q (n + 1)).det ≤ (1 - q ^ 2) ^ n := by
  have hq2 : 0 ≤ 1 - q ^ 2 := sub_nonneg.2 (pow_le_one₀ h0 h1.le)
  induction n with
  | zero =>
    rw [det_overlap]
    simp
  | succ n ih =>
    -- keep the nearest-neighbour factor and bound the others by one
    have hP : ∏ k ∈ Finset.range (n + 1), (1 - q ^ (2 * (k + 1))) ≤ 1 - q ^ 2 := by
      rw [Finset.prod_range_succ']
      have hR : ∏ k ∈ Finset.range n, (1 - q ^ (2 * (k + 1 + 1))) ≤ 1 :=
        Finset.prod_le_one (fun k _ => sub_nonneg.2 (pow_le_one₀ h0 h1.le))
          (fun k _ => sub_le_self _ (pow_nonneg h0 _))
      simpa using mul_le_mul_of_nonneg_right hR hq2
    rw [det_overlap_succ, pow_succ']
    exact mul_le_mul hP ih (det_overlap_pos h0 h1 _).le hq2
```

Q: Now connect this to my integrals.

A: Sites $i$ and $j$ are $(i-j)d$ apart, so their overlap is $e^{-a(i-j)^2d^2/2}=q^{(i-j)^2}$. The proof names the squared difference as a natural number `m` and uses $(e^y)^m=e^{my}$.

```lean
/-- For Gaussians of exponent `a > 0` and spacing `d`, the matrix of overlap integrals has
entries `q ^ ((i - j) ^ 2)` with `q = exp (-a d² / 2)`. -/
theorem integralOverlap_eq {a : ℝ} (ha : 0 < a) (d : ℝ) (n : ℕ) :
    integralOverlap a d n = overlap (Real.exp (-a * d ^ 2 / 2)) n := by
  ext i j
  change ∫ x : ℝ, orbital a ((i : ℕ) * d) x * orbital a ((j : ℕ) * d) x =
    Real.exp (-a * d ^ 2 / 2) ^ ((((i : ℕ) : ℤ) - ((j : ℕ) : ℤ)) ^ 2)
  obtain ⟨m, hm⟩ := Int.eq_ofNat_of_zero_le (sq_nonneg (((i : ℕ) : ℤ) - ((j : ℕ) : ℤ)))
  have hm' : (((i : ℕ) : ℝ) - ((j : ℕ) : ℝ)) ^ 2 = (m : ℝ) := by exact_mod_cast hm
  rw [orbital_overlap ha, hm, zpow_natCast, ← Real.exp_nat_mul, ← hm']
  congr 1
  ring
```

Substituting $q^{2k}=e^{-kad^2}$ gives the determinant of the integrals. This holds for any real $d$; at $d=0$ with two or more functions it is zero, as it should be for coinciding orbitals.

```lean
/-- The overlap integrals of `n` Gaussians of exponent `a > 0` and spacing `d` have
determinant `∏ (1 - exp (-k a d²))ⁿ⁻ᵏ`, the product running over `k = 1, ..., n - 1`. -/
theorem det_integralOverlap {a : ℝ} (ha : 0 < a) (d : ℝ) (n : ℕ) :
    (integralOverlap a d n).det =
      ∏ k ∈ Finset.Ico 1 n, (1 - Real.exp (-(k * a * d ^ 2))) ^ (n - k) := by
  rw [integralOverlap_eq ha, det_overlap]
  refine Finset.prod_congr rfl fun k _ => ?_
  have h : Real.exp (-a * d ^ 2 / 2) ^ (2 * k) = Real.exp (-(k * a * d ^ 2)) := by
    rw [← Real.exp_nat_mul]
    congr 1
    push_cast
    ring
  rw [h]

end

end EvenlySpacedGaussians
```

```lean
#print axioms EvenlySpacedGaussians.det_overlap
#print axioms EvenlySpacedGaussians.det_overlap_le
#print axioms EvenlySpacedGaussians.det_integralOverlap
```

```
'EvenlySpacedGaussians.det_overlap' depends on axioms: [propext, Classical.choice, Quot.sound]
'EvenlySpacedGaussians.det_overlap_le' depends on axioms: [propext, Classical.choice, Quot.sound]
'EvenlySpacedGaussians.det_integralOverlap' depends on axioms: [propext, Classical.choice, Quot.sound]
```

Q: My orbitals live in three dimensions.

A: That step is left to you. For normalised s-type Gaussians with a common exponent and centres on a straight line, the two transverse integrals each equal $1$, so the matrix is the same. Unequal exponents, uneven spacing and contracted functions need another calculation.

Q: Where would I meet this in a calculation?

A: In electronic structure with a non-orthogonal basis you solve $Hc=ESc$, with $H$ the Hamiltonian matrix, $c$ now the coefficient vector and $E$ the energy; for a basis that is one such even chain, the recursion gives the Cholesky pivots of $S$. The ratio $\det S_{n+1}/\det S_n$ is the squared norm of what remains of the new function after projecting out the previous $n$. Take $ad^2=0.1$, so $q\approx0.951$. The squared remainders of the first three functions are $1$, $0.0952$ and $0.0952\times0.1813\approx0.0173$, and their product, $\det S_3$, is about $0.00164$. Normalising the third remainder divides it by about $0.13$, which magnifies the absolute errors already present in its coefficients by a factor of about $7.6$.
